# Linear and T⁵ Limits of the Bloch–Grüneisen Resistivity Formula

Judge the Bloch–Grüneisen formula by its prefactor alone, and the phonon resistivity of a metal seems to grow as T⁵ at every temperature. For a hot metal this is wrong: the integral behind the prefactor shrinks as T rises and cancels four of the five powers. Both limits follow from bounds on that integral.

For x > 0, the phonon energy in units of the thermal energy, and y ≥ 0, let

g(x) = x⁵ / ((eˣ − 1)(1 − e⁻ˣ)),

J(y) = ∫₀ʸ g(x) dx,  J∞ = ∫₀^∞ g(x) dx.

With Debye temperature Θ > 0 and material constant C, the resistivity at temperature T > 0 is

ρ(T) = C (T/Θ)⁵ J(Θ/T).

The claim is that ρ(T)/T → C/(4Θ) as T → ∞, and ρ(T)/T⁵ → C J∞/Θ⁵ as T → 0 from above, with J∞ finite and positive.

## From the kernel to the two power laws

The denominator of g can be written in two ways:

(eˣ − 1)(1 − e⁻ˣ) = (2 sinh(x/2))² = eˣ(1 − e⁻ˣ)².

Since sinh(x/2) ≥ x/2, the first form is at least x². Since 1 − e⁻ˣ ≤ x, the second is at most x²eˣ. Therefore

x³e⁻ˣ ≤ g(x) ≤ x³.

On (0, y) we have e⁻ˣ ≥ e⁻ʸ, so integration gives

e⁻ʸ y⁴/4 ≤ J(y) ≤ y⁴/4.

Dividing by y⁴ and letting y → 0 from above squeezes J(y)/y⁴ to 1/4.

For large x a decaying bound is needed. Multiplying eˣ ≥ 1 + x by e⁻ˣ and rearranging gives (1 + x)(1 − e⁻ˣ) ≥ x. The second form of the denominator then yields

g(x) ≤ e⁻ˣ x³(1 + x)² = e⁻ˣ(x³ + 2x⁴ + x⁵).

The right side has integral 3! + 2·4! + 5! = 174 over the half-line, so J∞ is finite. As g is positive, J(y) ≤ J∞, and J(y) → J∞ as y → ∞.

Now set y = Θ/T:

ρ(T)/T = (C/Θ) J(y)/y⁴,  ρ(T)/T⁵ = (C/Θ⁵) J(y).

Heating sends y to 0 and cooling sends it to infinity, which gives the two laws.

## The formula as Lean definitions

All quantities are real numbers.

```lean
import Mathlib

open Filter Topology Set MeasureTheory

namespace BlochGrueneisen

noncomputable section
```

The function g is `kernel`.

```lean
/-- The Bloch-Grueneisen kernel `x^5 / ((exp x - 1) (1 - exp (-x)))`, meant for `x > 0`,
where `x` is the phonon energy in units of the thermal energy. -/
def kernel (x : ℝ) : ℝ := x ^ 5 / ((Real.exp x - 1) * (1 - Real.exp (-x)))
```

The upper limit of `J` is the Debye cutoff in thermal units.

```lean
/-- The Bloch-Grueneisen integral `J(y)`: the kernel integrated from `0` to `y`. -/
def J (y : ℝ) : ℝ := ∫ x in (0 : ℝ)..y, kernel x
```

J∞ is `Jinf`; `Ioi 0` is the open half-line (0, ∞).

```lean
/-- The kernel integrated over all positive `x`. -/
def Jinf : ℝ := ∫ x in Ioi (0 : ℝ), kernel x
```

The resistivity formula is postulated here, not derived from the Boltzmann equation. The constant `C` collects the electron–phonon coupling, the ion mass and the electronic properties of the metal, and is taken as independent of temperature. In the usual derivation `C` itself depends on `Θ`, so the limits below give the dependence of the resistivity on `T`, not its full dependence on `Θ`. The phonons have a Debye spectrum with cutoff `Θ`, and impurity scattering is absent.

```lean
/-- The Bloch-Grueneisen resistivity `C (T/Θ)^5 J(Θ/T)` of a metal with material constant `C`
and Debye temperature `Θ`, meant for `Θ > 0` and `T > 0`. -/
def resistivity (C Θ T : ℝ) : ℝ := C * (T / Θ) ^ 5 * J (Θ / T)
```

## Bounds on the kernel and its integral

In the next proof, `hD` is the sinh identity in exponentials, and `h1` is the inequality 1 − e⁻ˣ ≤ x.

```lean
/-- For `x > 0` the kernel lies between `x^3 exp (-x)` and `x^3`. -/
theorem kernel_bounds {x : ℝ} (hx : 0 < x) :
    x ^ 3 * Real.exp (-x) ≤ kernel x ∧ kernel x ≤ x ^ 3 := by
  have hE : 0 < Real.exp x - 1 := by linarith [Real.add_one_lt_exp hx.ne']
  have hF : 0 < 1 - Real.exp (-x) := by
    have : Real.exp (-x) < 1 := Real.exp_lt_one_iff.2 (by linarith)
    linarith
  have hp : Real.exp x * Real.exp (-x) = 1 := by rw [← Real.exp_add]; simp
  unfold kernel
  constructor
  · rw [le_div_iff₀ (mul_pos hE hF)]
    have h1 : 1 - Real.exp (-x) ≤ x := by linarith [Real.add_one_le_exp (-x)]
    calc x ^ 3 * Real.exp (-x) * ((Real.exp x - 1) * (1 - Real.exp (-x)))
        = x ^ 3 * (1 - Real.exp (-x)) ^ 2 := by
          linear_combination x ^ 3 * (1 - Real.exp (-x)) * hp
      _ ≤ x ^ 3 * x ^ 2 :=
          mul_le_mul_of_nonneg_left (pow_le_pow_left₀ hF.le h1 2) (by positivity)
      _ = x ^ 5 := by ring
  · rw [div_le_iff₀ (mul_pos hE hF)]
    -- the denominator is the square of `2 sinh (x/2)`, which is at least `x`
    have hs : x / 2 ≤ Real.sinh (x / 2) := Real.self_le_sinh_iff.2 (by positivity)
    rw [Real.sinh_eq] at hs
    have ha : Real.exp x = Real.exp (x / 2) ^ 2 := by
      rw [sq, ← Real.exp_add]; congr 1; ring
    have hb : Real.exp (-x) = Real.exp (-(x / 2)) ^ 2 := by
      rw [sq, ← Real.exp_add]; congr 1; ring
    have hab : Real.exp (x / 2) * Real.exp (-(x / 2)) = 1 := by
      rw [← Real.exp_add]; simp
    have hD : (Real.exp x - 1) * (1 - Real.exp (-x))
        = (Real.exp (x / 2) - Real.exp (-(x / 2))) ^ 2 := by
      rw [ha, hb]
      linear_combination (-(Real.exp (x / 2) * Real.exp (-(x / 2)) - 1)) * hab
    have hsq : x ^ 2 ≤ (Real.exp (x / 2) - Real.exp (-(x / 2))) ^ 2 :=
      pow_le_pow_left₀ hx.le (by linarith) 2
    rw [hD]
    calc x ^ 5 = x ^ 3 * x ^ 2 := by ring
      _ ≤ _ := mul_le_mul_of_nonneg_left hsq (by positivity)
```

The decaying bound uses the second form of the denominator; its `h1` is x ≤ (1 + x)(1 − e⁻ˣ).

```lean
/-- For `x > 0` the kernel is at most `exp (-x) x^3 (1 + x)^2`. -/
theorem kernel_le_tail {x : ℝ} (hx : 0 < x) :
    kernel x ≤ Real.exp (-x) * (x ^ 3 * (1 + x) ^ 2) := by
  have hE : 0 < Real.exp x - 1 := by linarith [Real.add_one_lt_exp hx.ne']
  have hF : 0 < 1 - Real.exp (-x) := by
    have : Real.exp (-x) < 1 := Real.exp_lt_one_iff.2 (by linarith)
    linarith
  have hp : Real.exp x * Real.exp (-x) = 1 := by rw [← Real.exp_add]; simp
  have h1 : x ≤ (1 + x) * (1 - Real.exp (-x)) := by
    have := mul_le_mul_of_nonneg_right (Real.add_one_le_exp x) (Real.exp_pos (-x)).le
    linarith
  unfold kernel
  rw [div_le_iff₀ (mul_pos hE hF)]
  calc x ^ 5 = x ^ 3 * x ^ 2 := by ring
    _ ≤ x ^ 3 * ((1 + x) * (1 - Real.exp (-x))) ^ 2 :=
        mul_le_mul_of_nonneg_left (pow_le_pow_left₀ hx.le h1 2) (by positivity)
    _ = _ := by
        linear_combination (-(x ^ 3 * (1 + x) ^ 2 * (1 - Real.exp (-x)))) * hp
```

Integrability follows by domination: `hg` supplies the Gamma integrals and `hdom` adds the three terms.

```lean
/-- The kernel is integrable over all positive `x`. -/
theorem kernel_integrable : IntegrableOn kernel (Ioi 0) := by
  have hg (n : ℕ) : IntegrableOn (fun x : ℝ => Real.exp (-x) * x ^ n) (Ioi 0) := by
    have h := Real.GammaIntegral_convergent (s := (n : ℝ) + 1) (by positivity)
    simpa [Real.rpow_natCast] using h
  have hdom : IntegrableOn (fun x : ℝ => Real.exp (-x) * x ^ 3
      + 2 * (Real.exp (-x) * x ^ 4) + Real.exp (-x) * x ^ 5) (Ioi 0) :=
    ((hg 3).add ((hg 4).const_mul 2)).add (hg 5)
  have hm : Measurable kernel := by unfold kernel; fun_prop
  refine Integrable.mono' hdom hm.aestronglyMeasurable ?_
  filter_upwards [ae_restrict_mem measurableSet_Ioi] with x hx
  have hx : 0 < x := hx
  have h0 : 0 ≤ kernel x := le_trans (by positivity) (kernel_bounds hx).1
  rw [Real.norm_of_nonneg h0]
  linarith [kernel_le_tail hx]
```

The pointwise bounds are integrated with `integral_mono_on`. This includes the endpoint x = 0, where Lean's division by zero gives the kernel the value 0, which is also its limit.

```lean
/-- For `y ≥ 0` the integral `J(y)` lies between `exp (-y) y^4/4` and `y^4/4`. -/
theorem J_bounds {y : ℝ} (hy : 0 ≤ y) :
    Real.exp (-y) * (y ^ 4 / 4) ≤ J y ∧ J y ≤ y ^ 4 / 4 := by
  have hk : IntervalIntegrable kernel volume 0 y :=
    (intervalIntegrable_iff_integrableOn_Ioc_of_le hy).2
      (kernel_integrable.mono_set Ioc_subset_Ioi_self)
  have hI : ∫ x in (0 : ℝ)..y, x ^ 3 = y ^ 4 / 4 := by
    rw [integral_pow]; norm_num
  have h0 : kernel 0 = 0 := by simp [kernel]
  unfold J
  rw [← hI, ← intervalIntegral.integral_const_mul]
  constructor
  · refine intervalIntegral.integral_mono_on hy
      ((by fun_prop : Continuous fun x : ℝ => Real.exp (-y) * x ^ 3).intervalIntegrable _ _)
      hk fun x hx => ?_
    rcases hx.1.eq_or_lt with h | h
    · rw [← h, h0]; simp
    · have he : Real.exp (-y) ≤ Real.exp (-x) := Real.exp_le_exp.2 (by linarith [hx.2])
      have := mul_le_mul_of_nonneg_left he (pow_pos h 3).le
      linarith [(kernel_bounds h).1]
  · refine intervalIntegral.integral_mono_on hy hk
      ((by fun_prop : Continuous fun x : ℝ => x ^ 3).intervalIntegrable _ _) fun x hx => ?_
    rcases hx.1.eq_or_lt with h | h
    · rw [← h, h0]; simp
    · exact (kernel_bounds h).2
```

The squeeze is between e⁻ʸ/4 and 1/4; `𝓝[>] 0` means approach to 0 from above.

```lean
/-- `J(y)/y^4` tends to `1/4` as `y` tends to `0` from above. -/
theorem J_div_tendsto : Tendsto (fun y => J y / y ^ 4) (𝓝[>] 0) (𝓝 (1 / 4)) := by
  have h : Tendsto (fun y : ℝ => Real.exp (-y) / 4) (𝓝 0) (𝓝 (1 / 4)) := by
    have := (by fun_prop : Continuous fun y : ℝ => Real.exp (-y) / 4).tendsto 0
    simpa using this
  refine tendsto_of_tendsto_of_tendsto_of_le_of_le' (h.mono_left nhdsWithin_le_nhds)
    tendsto_const_nhds ?_ ?_
  · filter_upwards [self_mem_nhdsWithin] with y hy
    have hy : 0 < y := hy
    rw [le_div_iff₀ (by positivity)]
    linarith [(J_bounds hy.le).1]
  · filter_upwards [self_mem_nhdsWithin] with y hy
    have hy : 0 < y := hy
    rw [div_le_iff₀ (by positivity)]
    linarith [(J_bounds hy.le).2]
```

Boundedness holds because enlarging the domain of a nonnegative integrand cannot lower the integral.

```lean
/-- For `y ≥ 0` the integral `J(y)` never exceeds its value over the whole half-line. -/
theorem J_le_Jinf {y : ℝ} (hy : 0 ≤ y) : J y ≤ Jinf := by
  unfold J Jinf
  rw [intervalIntegral.integral_of_le hy]
  refine setIntegral_mono_set kernel_integrable ?_ Ioc_subset_Ioi_self.eventuallyLE
  filter_upwards [ae_restrict_mem measurableSet_Ioi] with x hx
  have hx : 0 < x := hx
  exact le_trans (by positivity) (kernel_bounds hx).1
```

The lower bound at y = 1 shows that `Jinf` is at least e⁻¹/4, so for C ≠ 0 the T⁵ coefficient does not vanish.

```lean
/-- The integral of the kernel over the whole half-line is positive. -/
theorem Jinf_pos : 0 < Jinf :=
  lt_of_lt_of_le (by positivity)
    ((J_bounds (zero_le_one' ℝ)).1.trans (J_le_Jinf (zero_le_one' ℝ)))
```

## Hot and cold metals

The theorem holds for every real `C`. In each half, `hy` records where Θ/T goes, and `h.congr'` exchanges the rescaled integral for the resistivity ratio, the two being equal for T > 0.

```lean
/-- Bloch-Grueneisen limits for Debye temperature `Θ > 0`: `ρ(T)/T` tends to `C/(4Θ)` at high
temperature, and `ρ(T)/T^5` tends to `C Jinf/Θ^5` as `T` tends to `0` from above. -/
theorem resistivity_limits (C : ℝ) {Θ : ℝ} (hΘ : 0 < Θ) :
    Tendsto (fun T => resistivity C Θ T / T) atTop (𝓝 (C / (4 * Θ))) ∧
    Tendsto (fun T => resistivity C Θ T / T ^ 5) (𝓝[>] 0) (𝓝 (C * Jinf / Θ ^ 5)) := by
  constructor
  · -- hot metal: the upper limit `Θ/T` shrinks to zero
    have hy : Tendsto (fun T : ℝ => Θ / T) atTop (𝓝[>] 0) :=
      tendsto_nhdsWithin_iff.2 ⟨tendsto_const_nhds.div_atTop tendsto_id,
        (eventually_gt_atTop 0).mono fun T hT => div_pos hΘ hT⟩
    have h := (J_div_tendsto.comp hy).const_mul (C / Θ)
    rw [show C / (4 * Θ) = C / Θ * (1 / 4) by ring]
    refine h.congr' ?_
    filter_upwards [eventually_gt_atTop 0] with T hT
    simp only [Function.comp_apply, resistivity]
    generalize J (Θ / T) = j
    field_simp
  · -- cold metal: the upper limit `Θ/T` grows without bound
    have hy : Tendsto (fun T : ℝ => Θ / T) (𝓝[>] 0) atTop := by
      simpa only [div_eq_mul_inv] using tendsto_inv_nhdsGT_zero.const_mul_atTop hΘ
    have hJ : Tendsto (fun T : ℝ => J (Θ / T)) (𝓝[>] 0) (𝓝 Jinf) :=
      intervalIntegral_tendsto_integral_Ioi 0 kernel_integrable hy
    have h := hJ.const_mul (C / Θ ^ 5)
    rw [show C * Jinf / Θ ^ 5 = C / Θ ^ 5 * Jinf by ring]
    refine h.congr' ?_
    filter_upwards [self_mem_nhdsWithin] with T hT
    have hT : 0 < T := hT
    simp only [resistivity]
    generalize J (Θ / T) = j
    field_simp
```

For C ≥ 0, the last theorem encloses ρ(T) at every positive temperature by multiplying the bounds on J by C(T/Θ)⁵. When C > 0, the linear law therefore overestimates ρ(T) by at most the fraction 1 − exp(−Θ/T) of the linear value. This is a bound, not an estimate: expanding g at small x shows that the actual overestimate, divided by the linear value, is close to (Θ/T)²/18 when T is much larger than Θ. The enclosure can test a program that evaluates the integral numerically, but relative to the linear value it is narrow only at such high temperatures.

```lean
/-- For `C ≥ 0`, `Θ > 0` and `T > 0` the resistivity is at most the linear law `C T/(4Θ)`, and at
least that law times `exp (-Θ/T)`. -/
theorem resistivity_bounds {C Θ T : ℝ} (hC : 0 ≤ C) (hΘ : 0 < Θ) (hT : 0 < T) :
    Real.exp (-(Θ / T)) * (C * T / (4 * Θ)) ≤ resistivity C Θ T ∧
    resistivity C Θ T ≤ C * T / (4 * Θ) := by
  have hk : 0 ≤ C * (T / Θ) ^ 5 := by positivity
  have he : C * (T / Θ) ^ 5 * ((Θ / T) ^ 4 / 4) = C * T / (4 * Θ) := by field_simp
  obtain ⟨hl, hu⟩ := J_bounds (div_pos hΘ hT).le
  unfold resistivity
  rw [← he]
  refine ⟨?_, mul_le_mul_of_nonneg_left hu hk⟩
  rw [mul_left_comm]
  exact mul_le_mul_of_nonneg_left hl hk

end

end BlochGrueneisen
```

```lean
#print axioms BlochGrueneisen.Jinf_pos
#print axioms BlochGrueneisen.resistivity_limits
#print axioms BlochGrueneisen.resistivity_bounds
```

```
'BlochGrueneisen.Jinf_pos' depends on axioms: [propext, Classical.choice, Quot.sound]
'BlochGrueneisen.resistivity_limits' depends on axioms: [propext, Classical.choice, Quot.sound]
'BlochGrueneisen.resistivity_bounds' depends on axioms: [propext, Classical.choice, Quot.sound]
```
